# Bounding the weight of spin contaminants by the excess in ⟨S²⟩

## Spins, weights and the excess

Units have $\hbar=1$, so spin $s$ gives $S^2$ the value $s(s+1)$, written `spinSq s`. Let $m\ge 0$ be the target spin, and let $w_0,\dots,w_K$ be nonnegative weights with sum one, where $w_k$ belongs to spin $m+k$. The excess, `spinExcess m K w`, is

$$D=\sum_{k=0}^{K} w_k(m+k)(m+k+1)-m(m+1).$$

For a state vector $\psi=\sum_{k=0}^{K}\varphi_k$ of norm one, with $\varphi_k$ the component of spin $m+k$, the weights are $w_k=\|\varphi_k\|^2$. The components themselves are not normalised. In Lean, `weight` is the squared norm.

## The bound and its equality case

$$1-w_0\le\frac{D}{2m+2},$$

with equality exactly when $w_k=0$ for all $2\le k\le K$. More generally, for $n\ge1$, the total weight of spins $m+n$ and higher is at most $D/\bigl(n(2m+n+1)\bigr)$.

## Reading a printed ⟨S²⟩

An unrestricted Hartree–Fock code typically prints $\langle S^2\rangle$. For a determinant with $N_\alpha\ge N_\beta$ and $m=(N_\alpha-N_\beta)/2$, no spin below $m$ occurs, so in a finite basis the bound turns that number into a ceiling on the contaminant weight. A doublet with $\langle S^2\rangle=0.78$ has $D=0.03$ and at most 1% of its weight outside the doublet component.

## Derivation

Since $(m+k)(m+k+1)-m(m+1)=k(2m+k+1)$ and the weights sum to one,

$$D=\sum_{k=0}^{K} w_k\,k(2m+k+1).$$

The $k=0$ term vanishes. For $k\ge1$, write $k(2m+k+1)=(2m+2)+(k-1)(2m+k+2)$. Using $\sum_{k\ge1}w_k=1-w_0$ and shifting the index by one,

$$D=(2m+2)(1-w_0)+\sum_{k=0}^{K-1}w_{k+1}\,k(2m+k+3).$$

The last sum is nonnegative, which gives the bound. Its coefficients are positive for $k\ge1$, so it vanishes exactly when $w_2,\dots,w_K$ do.

For the high-spin tail, drop the terms with $k<n$ from the first formula. In the others, $k(2m+k+1)\ge n(2m+n+1)$.

For a state, let $Au=au$ and $Av=bv$ with $A$ Hermitian and $a,b$ real. Then $b\langle u,v\rangle=\langle u,Av\rangle=\langle Au,v\rangle=a\langle u,v\rangle$, so $\langle u,v\rangle=0$ if $a\ne b$. The eigenvalues for spins $m+j$ and $m+k$ differ by $(j-k)(2m+j+k+1)$, which is nonzero for $j\ne k$. Cross terms therefore vanish:

$$1=\sum_{k=0}^{K}\|\varphi_k\|^2,\qquad \langle S^2\rangle=\sum_{k=0}^{K}\|\varphi_k\|^2(m+k)(m+k+1).$$

The bound for weights now applies, and $\|\varphi_k\|^2=0$ means $\varphi_k=0$.

## Lean source

```lean
import Mathlib

open Matrix Finset

namespace SpinContamination

noncomputable section

/-- The value `s (s + 1)` of the squared total spin for spin quantum number `s`. -/
def spinSq (s : ℝ) : ℝ := s * (s + 1)

/-- The mean of `S²` over weights `w k` on the spins `m + k`, `k = 0, …, K`,
minus the value `m (m + 1)`. -/
def spinExcess (m : ℝ) (K : ℕ) (w : ℕ → ℝ) : ℝ :=
  ∑ k ∈ range (K + 1), w k * spinSq (m + k) - spinSq m

/-- The squared norm of a state vector. -/
def weight {n : Type*} [Fintype n] (v : n → ℂ) : ℝ := ∑ i, Complex.normSq (v i)

/-- For normalised weights, spin `m + k` contributes `k (2m + k + 1)` times its weight
to the excess. -/
theorem spinExcess_eq_sum {m : ℝ} {K : ℕ} {w : ℕ → ℝ}
    (hsum : ∑ k ∈ range (K + 1), w k = 1) :
    spinExcess m K w = ∑ k ∈ range (K + 1), w k * (k * (2 * m + k + 1)) := by
  have h : ∑ k ∈ range (K + 1), w k * spinSq (m + k) =
      spinSq m * ∑ k ∈ range (K + 1), w k +
        ∑ k ∈ range (K + 1), w k * (k * (2 * m + k + 1)) := by
    rw [mul_sum, ← sum_add_distrib]
    refine sum_congr rfl fun k _ => ?_
    unfold spinSq
    ring
  rw [spinExcess, h, hsum]
  ring

/-- For normalised weights, the excess is `2m + 2` times the total contaminant weight, plus a
remainder from the spins `m + 2` and higher. -/
theorem spinExcess_eq_add_remainder {m : ℝ} {K : ℕ} {w : ℕ → ℝ}
    (hsum : ∑ k ∈ range (K + 1), w k = 1) :
    spinExcess m K w = (2 * m + 2) * (1 - w 0) +
      ∑ k ∈ range K, w (k + 1) * (k * (2 * m + k + 3)) := by
  have h : ∑ k ∈ range K, w (k + 1) * spinSq (m + ((k + 1 : ℕ) : ℝ)) =
      (m + 1) * (m + 2) * ∑ k ∈ range K, w (k + 1) +
        ∑ k ∈ range K, w (k + 1) * (k * (2 * m + k + 3)) := by
    rw [mul_sum, ← sum_add_distrib]
    refine sum_congr rfl fun k _ => ?_
    unfold spinSq
    push_cast
    ring
  rw [sum_range_succ'] at hsum
  rw [spinExcess, sum_range_succ', h]
  simp only [spinSq, Nat.cast_zero, add_zero]
  linear_combination (m + 1) * (m + 2) * hsum

/-- For nonnegative weights with sum one and `m ≥ 0`, the total weight outside spin `m` is at most
the excess divided by `2m + 2`, with equality exactly when all spins `m + k` with `k ≥ 2` have zero
weight. -/
theorem contaminant_weight_bound {m : ℝ} (hm : 0 ≤ m) {K : ℕ} {w : ℕ → ℝ}
    (hw : ∀ k ≤ K, 0 ≤ w k) (hsum : ∑ k ∈ range (K + 1), w k = 1) :
    1 - w 0 ≤ spinExcess m K w / (2 * m + 2) ∧
      (1 - w 0 = spinExcess m K w / (2 * m + 2) ↔ ∀ k ≤ K, 2 ≤ k → w k = 0) := by
  have hD := spinExcess_eq_add_remainder (m := m) hsum
  have hpos : 0 < 2 * m + 2 := by positivity
  -- every term of the remainder is nonnegative
  have hR : ∀ k ∈ range K, 0 ≤ w (k + 1) * ((k : ℝ) * (2 * m + k + 3)) := by
    intro k hk
    have hk' := mem_range.1 hk
    exact mul_nonneg (hw (k + 1) (by omega)) (by positivity)
  have hS := sum_nonneg hR
  refine ⟨?_, ?_⟩
  · rw [le_div_iff₀ hpos]
    linarith
  · rw [eq_div_iff hpos.ne']
    constructor
    · intro h k hk h2
      -- equality forces each term of the remainder to vanish
      have hz := (sum_eq_zero_iff_of_nonneg hR).1 (by linarith)
      obtain ⟨j, rfl⟩ : ∃ j, k = j + 2 := ⟨k - 2, by omega⟩
      have hj := hz (j + 1) (mem_range.2 (by omega))
      have hne : ((j + 1 : ℕ) : ℝ) * (2 * m + ((j + 1 : ℕ) : ℝ) + 3) ≠ 0 := by
        positivity
      exact (mul_eq_zero.1 hj).resolve_right hne
    · intro h
      have hz : ∑ k ∈ range K, w (k + 1) * ((k : ℝ) * (2 * m + k + 3)) = 0 := by
        refine sum_eq_zero fun k hk => ?_
        have hk' := mem_range.1 hk
        rcases Nat.eq_zero_or_pos k with h0 | h0
        · simp [h0]
        · rw [h (k + 1) (by omega) (by omega), zero_mul]
      linarith

/-- For nonnegative weights with sum one and `m ≥ 0`, the total weight of the spins `m + n` and
higher, for `n ≥ 1`, is at most the excess divided by `n (2m + n + 1)`. -/
theorem high_spin_weight_bound {m : ℝ} (hm : 0 ≤ m) {K n : ℕ} (hn : 1 ≤ n) {w : ℕ → ℝ}
    (hw : ∀ k ≤ K, 0 ≤ w k) (hsum : ∑ k ∈ range (K + 1), w k = 1) :
    ∑ k ∈ range (K + 1) with n ≤ k, w k ≤ spinExcess m K w / (n * (2 * m + n + 1)) := by
  have hn' : (0 : ℝ) < n := by exact_mod_cast hn
  have hw' : ∀ k ∈ range (K + 1), 0 ≤ w k := fun k hk =>
    hw k (Nat.lt_succ_iff.1 (mem_range.1 hk))
  rw [le_div_iff₀ (by positivity), spinExcess_eq_sum hsum, sum_mul]
  refine (sum_le_sum fun k hk => ?_).trans
    (sum_le_sum_of_subset_of_nonneg (filter_subset _ _) fun k hk _ => ?_)
  · have hk' := mem_filter.1 hk
    have hnk : (n : ℝ) ≤ k := by exact_mod_cast hk'.2
    refine mul_le_mul_of_nonneg_left ?_ (hw' k hk'.1)
    gcongr
  · exact mul_nonneg (hw' k hk) (by positivity)

/-- The inner product of a state vector with itself is its weight. -/
theorem star_dotProduct_self {n : Type*} [Fintype n] (v : n → ℂ) :
    star v ⬝ᵥ v = (weight v : ℂ) := by
  simp [weight, dotProduct, Complex.normSq_eq_conj_mul_self]

/-- A state vector has zero weight exactly when it vanishes. -/
theorem weight_eq_zero {n : Type*} [Fintype n] (v : n → ℂ) : weight v = 0 ↔ v = 0 := by
  constructor
  · intro h
    funext i
    exact Complex.normSq_eq_zero.1 ((sum_eq_zero_iff_of_nonneg
      (fun i _ => Complex.normSq_nonneg (v i))).1 h i (mem_univ i))
  · rintro rfl
    simp [weight]

/-- Eigenvectors of a Hermitian matrix with different real eigenvalues are orthogonal. -/
theorem eigenvectors_orthogonal {n : Type*} [Fintype n] {A : Matrix n n ℂ}
    (hA : A.IsHermitian) {u v : n → ℂ} {a b : ℝ} (hu : A *ᵥ u = (a : ℂ) • u)
    (hv : A *ᵥ v = (b : ℂ) • v) (hab : a ≠ b) : star u ⬝ᵥ v = 0 := by
  have h : star u ⬝ᵥ (A *ᵥ v) = star (A *ᵥ u) ⬝ᵥ v := by
    rw [Matrix.star_mulVec, hA.eq, Matrix.dotProduct_mulVec]
  rw [hu, hv, dotProduct_smul, star_smul, smul_dotProduct] at h
  simp only [smul_eq_mul, Complex.star_def, Complex.conj_ofReal] at h
  have h' : ((b : ℂ) - a) * (star u ⬝ᵥ v) = 0 := by linear_combination h
  exact (mul_eq_zero.1 h').resolve_left (sub_ne_zero.2 (by exact_mod_cast hab.symm))

/-- For a normalised state `ψ` with components `φ k` of spin `m + k`, the weight outside `φ 0` is
at most `(⟨S²⟩ - m (m + 1)) / (2m + 2)`, with equality exactly when `φ k = 0` for `2 ≤ k ≤ K`. -/
theorem state_contamination_bound {n : Type*} [Fintype n] {S2 : Matrix n n ℂ}
    (hS : S2.IsHermitian) {m : ℝ} (hm : 0 ≤ m) {K : ℕ} {φ : ℕ → n → ℂ} {ψ : n → ℂ}
    (hφ : ∀ k ≤ K, S2 *ᵥ φ k = ((spinSq (m + k) : ℝ) : ℂ) • φ k)
    (hψ : ψ = ∑ k ∈ range (K + 1), φ k) (hnorm : weight ψ = 1) :
    1 - weight (φ 0) ≤ ((star ψ ⬝ᵥ (S2 *ᵥ ψ)).re - spinSq m) / (2 * m + 2) ∧
      (1 - weight (φ 0) = ((star ψ ⬝ᵥ (S2 *ᵥ ψ)).re - spinSq m) / (2 * m + 2) ↔
        ∀ k ≤ K, 2 ≤ k → φ k = 0) := by
  have hφ' : ∀ k ∈ range (K + 1), S2 *ᵥ φ k = ((spinSq (m + k) : ℝ) : ℂ) • φ k :=
    fun k hk => hφ k (Nat.lt_succ_iff.1 (mem_range.1 hk))
  -- components of different spin are orthogonal, so only diagonal terms survive
  have key : ∀ c : ℕ → ℝ, star ψ ⬝ᵥ (∑ k ∈ range (K + 1), (c k : ℂ) • φ k) =
      ((∑ k ∈ range (K + 1), weight (φ k) * c k : ℝ) : ℂ) := by
    intro c
    rw [hψ, star_sum, dotProduct_sum, Complex.ofReal_sum]
    refine sum_congr rfl fun k hk => ?_
    have ho : ∑ j ∈ range (K + 1), star (φ j) ⬝ᵥ φ k = (weight (φ k) : ℂ) := by
      rw [← star_dotProduct_self]
      refine sum_eq_single k (fun j hj hjk => ?_) (fun h => absurd hk h)
      refine eigenvectors_orthogonal hS (hφ' j hj) (hφ' k hk) fun h => hjk ?_
      have h0 : ((j : ℝ) - k) * (2 * m + j + k + 1) = 0 := by
        unfold spinSq at h
        linear_combination h
      have hne : 2 * m + (j : ℝ) + k + 1 ≠ 0 := by positivity
      exact_mod_cast sub_eq_zero.1 ((mul_eq_zero.1 h0).resolve_right hne)
    rw [dotProduct_smul, sum_dotProduct, ho, smul_eq_mul, Complex.ofReal_mul, mul_comm]
  have hn : ∑ k ∈ range (K + 1), weight (φ k) = 1 := by
    have h := key (fun _ => 1)
    simp only [Complex.ofReal_one, one_smul, mul_one] at h
    rw [← hψ, star_dotProduct_self] at h
    exact (Complex.ofReal_injective h).symm.trans hnorm
  have hE : (star ψ ⬝ᵥ (S2 *ᵥ ψ)).re =
      ∑ k ∈ range (K + 1), weight (φ k) * spinSq (m + k) := by
    have h : S2 *ᵥ ψ = ∑ k ∈ range (K + 1), ((spinSq (m + k) : ℝ) : ℂ) • φ k := by
      rw [hψ]
      exact (map_sum S2.mulVecLin φ _).trans (sum_congr rfl hφ')
    rw [h]
    exact (congrArg Complex.re (key fun k => spinSq (m + k))).trans (Complex.ofReal_re _)
  have main := contaminant_weight_bound hm (K := K) (w := fun k => weight (φ k))
    (fun k _ => sum_nonneg fun i _ => Complex.normSq_nonneg (φ k i)) hn
  rw [hE]
  refine ⟨main.1, main.2.trans ?_⟩
  exact forall_congr' fun k => forall_congr' fun _ => forall_congr' fun _ =>
    weight_eq_zero (φ k)

/-- The matrix of `S²` for two electrons in two different, orthogonal orbitals, in the basis `↑↓`,
`↓↑` (the spin in the first orbital, then the spin in the second). -/
def pairS2 : Matrix (Fin 2) (Fin 2) ℂ := !![1, 1; 1, 1]

/-- The antisymmetric (`k = 0`) and symmetric (`k ≠ 0`) spin components of `↑↓`. -/
def pairComp (k : ℕ) : Fin 2 → ℂ := ![1 / 2, if k = 0 then -1 / 2 else 1 / 2]

/-- The two-electron `S²` is Hermitian, the two components of `↑↓` have spins `0` and `1`,
and they add up to the normalised state `↑↓`. -/
theorem state_contamination_bound_witness :
    pairS2.IsHermitian ∧
      (∀ k ≤ 1, pairS2 *ᵥ pairComp k = ((spinSq (0 + k) : ℝ) : ℂ) • pairComp k) ∧
      ![1, 0] = ∑ k ∈ range (1 + 1), pairComp k ∧ weight (![1, 0] : Fin 2 → ℂ) = 1 := by
  refine ⟨Matrix.IsHermitian.ext fun i j => ?_, fun k hk => ?_, ?_, ?_⟩
  · fin_cases i <;> fin_cases j <;> simp [pairS2]
  · interval_cases k <;> ext i <;> fin_cases i <;>
      simp [pairS2, pairComp, spinSq, Matrix.mulVec, dotProduct, Fin.sum_univ_succ] <;>
      norm_num
  · ext i
    fin_cases i <;> norm_num [sum_range_succ, pairComp]
  · simp [weight, Fin.sum_univ_succ]

end

end SpinContamination
```

```lean
#print axioms SpinContamination.contaminant_weight_bound
#print axioms SpinContamination.high_spin_weight_bound
#print axioms SpinContamination.state_contamination_bound
```

```
'SpinContamination.contaminant_weight_bound' depends on axioms: [propext, Classical.choice, Quot.sound]
'SpinContamination.high_spin_weight_bound' depends on axioms: [propext, Classical.choice, Quot.sound]
'SpinContamination.state_contamination_bound' depends on axioms: [propext, Classical.choice, Quot.sound]
```

## How the proof follows the algebra

`spinExcess_eq_sum` and `spinExcess_eq_add_remainder` are the two formulas for $D$; `ring` checks the polynomial identities and `sum_range_succ'` splits off $k=0$. In `contaminant_weight_bound`, `hR` states that each remainder term is nonnegative, and `sum_eq_zero_iff_of_nonneg` settles equality. `high_spin_weight_bound` is the tail estimate.

In `state_contamination_bound`, `key` removes the cross terms using `eigenvectors_orthogonal`. It is applied once for the norm and once for $\langle S^2\rangle$; `weight_eq_zero` then converts zero weights into zero components.

## What the hypotheses ask of a code

`S2` is any finite Hermitian matrix, not one built from spin operators. The decomposition of $\psi$ is assumed: `hφ` gives each component its eigenvalue, and `hψ` says that they add up to $\psi$. These stand for the physical condition that no spin below $m$ is present. If $m$ is set above the lowest spin in the state, the bound does not apply. Rounding errors and approximate values of $\langle S^2\rangle$ are not treated.

`state_contamination_bound_witness` checks the assumptions for the determinant ↑↓ of two electrons in two different, orthogonal orbitals, with $m=0$ and $K=1$. (With both electrons in the same orbital, the determinant would be a pure singlet.) Its singlet and triplet components each have weight $1/2$, and $D=1$, so the bound is attained.

The components could also have been defined as spectral projections of $\psi$ onto the eigenspaces of `S2`. Their eigenvalue equations would then follow from the construction, leaving only the assumption that the projections for spins $m,\dots,m+K$ add up to $\psi$, at the cost of bringing projectors into the statement.
